# The amplitude matrix of an open matrix product state across a cut has rank at most the bond dimension

An open matrix product state gives each configuration of a finite chain an amplitude: a product of site-dependent $D\times D$ complex matrices, taken between two boundary vectors. The theorem `rank_cut_le` cuts a chain of $m+n$ sites after the first $m$ and takes finite families of left configurations $x_i$ and right configurations $y_j$, which need not exhaust all configurations. It states that the matrix with entries $\psi(x_i,y_j)$ has rank at most $D$; the state need not be normalised. The proof splits the product of site matrices at the cut, which writes the amplitude matrix as `X * Y` with the bond space of dimension $D$ in between, and then bounds the rank by the number of columns of `X`.

An attempt in Lean 4 with a fault in it:

```lean
import Mathlib

open Matrix

namespace RankCutLe

noncomputable section

/-- Amplitude of an open matrix product state: the ordered product of the site matrices
selected by the configuration `s`, between two boundary vectors. -/
def amplitude {d L D : ℕ} (A : Fin L → Fin d → Matrix (Fin D) (Fin D) ℂ)
    (l r : Fin D → ℂ) (s : Fin L → Fin d) : ℂ :=
  l ⬝ᵥ ((List.ofFn fun k => A k (s k)).prod *ᵥ r)

/-- The state `ψ` of `L` sites is an open matrix product state of bond dimension `D`. -/
def HasMPS {d L : ℕ} (D : ℕ) (ψ : (Fin L → Fin d) → ℂ) : Prop :=
  ∃ A : Fin L → Fin d → Matrix (Fin D) (Fin D) ℂ, ∃ l r : Fin D → ℂ,
    ∀ s, ψ s = amplitude A l r s

/-- Across any cut, a matrix of amplitudes of an open matrix product state, with rows and
columns labelled by left and right configurations, has rank at most the bond dimension. -/
theorem rank_cut_le {d D m n : ℕ} {ι κ : Type} [Fintype ι] [Fintype κ]
    {ψ : (Fin (m + n) → Fin d) → ℂ} (h : HasMPS D ψ)
    (x : ι → Fin m → Fin d) (y : κ → Fin n → Fin d) :
    (Matrix.of fun i j => ψ (Fin.append (x i) (y j))).rank ≤ D := by
  obtain ⟨A, l, r, h⟩ := h
  let P : ι → Matrix (Fin D) (Fin D) ℂ := fun i =>
    (List.ofFn fun k => A (Fin.castAdd n k) (x i k)).prod
  let Q : κ → Matrix (Fin D) (Fin D) ℂ := fun j =>
    (List.ofFn fun k => A (Fin.natAdd m k) (y j k)).prod
  let X : Matrix ι (Fin D) ℂ := Matrix.of fun i => l ᵥ* P i
  let Y : Matrix (Fin D) κ ℂ := Matrix.of fun c j => (Q j *ᵥ r) c
  -- the coefficients factor through the bond space
  have hXY : (Matrix.of fun i j => ψ (Fin.append (x i) (y j))) = X * Y := by
    ext i j
    have e : (List.ofFn fun k => A k (Fin.append (x i) (y j) k)).prod = P i * Q j := by
      rw [List.ofFn_add, List.prod_append]
      simp only [Fin.append_left, Fin.append_right, P, Q]
    have key : ψ (Fin.append (x i) (y j)) = (l ᵥ* P i) ⬝ᵥ (Q j *ᵥ r) := by
      rw [h, amplitude, e, ← Matrix.mulVec_mulVec]
      exact Matrix.dotProduct_mulVec _ _ _
    exact key
  rw [hXY]
  exact (Matrix.rank_mul_le_left X Y).trans (by simpa using Matrix.rank_le_card_width X)

end

end RankCutLe
```

Lean reports:

```
Main.lean:36:85: error: unsolved goals
d D m n : ℕ
ι κ : Type
inst✝¹ : Fintype ι
inst✝ : Fintype κ
ψ : (Fin (m + n) → Fin d) → ℂ
x : ι → Fin m → Fin d
y : κ → Fin n → Fin d
A : Fin (m + n) → Fin d → Matrix (Fin D) (Fin D) ℂ
l r : Fin D → ℂ
h : ∀ (s : Fin (m + n) → Fin d), ψ s = amplitude A l r s
P : ι → Matrix (Fin D) (Fin D) ℂ := fun i => (List.ofFn fun k => A (Fin.castAdd n k) (x i k)).prod
Q : κ → Matrix (Fin D) (Fin D) ℂ := fun j => (List.ofFn fun k => A (Fin.natAdd m k) (y j k)).prod
X : Matrix ι (Fin D) ℂ := of fun i => l ᵥ* P i
Y : Matrix (Fin D) κ ℂ := of fun c j => (Q j *ᵥ r) c
i : ι
j : κ
⊢ (List.ofFn fun i_1 => A (Fin.castLE ⋯ i_1) (Fin.append (x i) (y j) (Fin.castLE ⋯ i_1))).prod *
      (List.ofFn fun i => A (Fin.natAdd m i) (y j i)).prod =
    (List.ofFn fun k => A (Fin.castAdd n k) (x i k)).prod * (List.ofFn fun i => A (Fin.natAdd m i) (y j i)).prod
Main.lean:38:17: warning: This simp argument is unused:
  Fin.append_left

Hint: Omit it from the simp argument list.
  [apply] simp only [Fin.append_right, P, Q]

Note: This linter can be disabled with `set_option linter.unusedSimpArgs false`
```

Diagnosis. The error is in the step `e`, which splits the matrix product at the cut. After `rw [List.ofFn_add, List.prod_append]`, the left-hand sites are indexed by `Fin.castLE`, as the remaining goal shows. The lemma `Fin.append_left`, which should reduce `Fin.append (x i) (y j)` on those sites to `x i`, is stated for `Fin.castAdd`. The two embeddings are equal by definition, but `simp only` does not unfold `Fin.castAdd` to find the match. The right-hand sites already carry `Fin.natAdd`, so `Fin.append_right` works there and only the left factor is left unproved.

The warning that `Fin.append_left` is unused has the same origin. Following its hint and deleting the lemma would not close the goal.

The added `change` restates the left factor with `Fin.castAdd`, which Lean accepts because the two forms are definitionally equal. `Fin.append_left` then applies, and the unchanged `simp only` closes the goal.

Lean accepts the file once it reads:

```diff
@@ -36,4 +36,6 @@
     have e : (List.ofFn fun k => A k (Fin.append (x i) (y j) k)).prod = P i * Q j := by
       rw [List.ofFn_add, List.prod_append]
+      change (List.ofFn fun k => A (Fin.castAdd n k)
+        (Fin.append (x i) (y j) (Fin.castAdd n k))).prod * _ = _
       simp only [Fin.append_left, Fin.append_right, P, Q]
     have key : ψ (Fin.append (x i) (y j)) = (l ᵥ* P i) ⬝ᵥ (Q j *ᵥ r) := by
```
